# For matrices of size $2^k$, Strassen's recursion down to scalars saves operations exactly when $k\ge 10$

Take two $2\times2$ matrices,
$$A=\begin{pmatrix}1&2\\3&4\end{pmatrix},\qquad B=\begin{pmatrix}5&6\\7&8\end{pmatrix}.$$
With entries labelled from 0, Strassen's seven products are

$$\begin{aligned}
m_1&=(A_{00}+A_{11})(B_{00}+B_{11})=5\cdot13=65,\\
m_2&=(A_{10}+A_{11})B_{00}=7\cdot5=35,\\
m_3&=A_{00}(B_{01}-B_{11})=1\cdot(-2)=-2,\\
m_4&=A_{11}(B_{10}-B_{00})=4\cdot2=8,\\
m_5&=(A_{00}+A_{01})B_{11}=3\cdot8=24,\\
m_6&=(A_{10}-A_{00})(B_{00}+B_{01})=2\cdot11=22,\\
m_7&=(A_{01}-A_{11})(B_{10}+B_{11})=-2\cdot15=-30.
\end{aligned}$$

The entries of $AB$, numbered from 1 as in the code below, are

$$\begin{aligned}
c_{11}&=m_1+m_4-m_5+m_7=19, & c_{12}&=m_3+m_5=22,\\
c_{21}&=m_2+m_4=43, & c_{22}&=m_1-m_2+m_3+m_6=50.
\end{aligned}$$

This costs 7 multiplications and 18 additions or subtractions, 25 operations against the conventional 12. If the entries are themselves blocks, the saved product is a whole matrix product, and the saving compounds with each level of recursion.

## Values that carry their cost

In Lean 4 with Mathlib:

```lean
import Mathlib

namespace StrassenCrossover

universe u

/-- The result of a computation together with the number of scalar operations spent on it. -/
structure Counted (α : Type u) where
  /-- the computed value -/
  val : α
  /-- the number of scalar operations -/
  ops : ℕ
```

A `Counted α` is a pair: a value of type `α` and a natural number of operations.

```lean
/-- Running one computation after another adds their operation counts. -/
instance : Monad Counted where
  pure a := ⟨a, 0⟩
  bind x f := ⟨(f x.val).val, x.ops + (f x.val).ops⟩
```

This `Monad` instance gives meaning to the `do` programs below. In them, `let x ← p` runs `p`, names its value `x` and adds its cost to the total.

## Matrices labelled by binary digits

```lean
/-- Square matrices of size `2 ^ k`, with rows and columns labelled by `k` binary digits. -/
abbrev Mat (R : Type u) (k : ℕ) := Matrix (Fin k → Fin 2) (Fin k → Fin 2) R
```

`Fin 2` is $\{0,1\}$, so a row label is a string of $k$ bits and the matrix has size $2^k$.

```lean
/-- A label of `k + 1` binary digits is a leading digit followed by `k` further digits. -/
def digits (k : ℕ) : Fin 2 × (Fin k → Fin 2) ≃ (Fin (k + 1) → Fin 2) where
  toFun p := Matrix.vecCons p.1 p.2
  invFun s := (s 0, fun i => s i.succ)
  left_inv _ := rfl
  right_inv s := by
    funext i
    cases i using Fin.cases <;> rfl
```

The symbol `≃` denotes a bijection: a string of $k+1$ bits is a leading bit and a remainder.

```lean
variable {R : Type u} [Ring R] {k : ℕ}

/-- The half-size block of `A` in block row `i` and block column `j`. -/
def block (A : Mat R (k + 1)) (i j : Fin 2) : Mat R k :=
  Matrix.of fun r c => A (digits k (i, r)) (digits k (j, c))
```

The leading bits select the block $A_{ij}$. `Ring R` allows real, complex or noncommuting entries.

```lean
/-- The matrix assembled from a two by two array of half-size blocks. -/
def join (C : Matrix (Fin 2) (Fin 2) (Mat R k)) : Mat R (k + 1) :=
  Matrix.of fun r c => C ((digits k).symm r).1 ((digits k).symm c).1
    ((digits k).symm r).2 ((digits k).symm c).2
```

`join` puts four blocks back together. Like `block`, it is free: moving data costs nothing here.

## The two programs

```lean
/-- Matrix addition, at one scalar operation for each of the `4 ^ k` entries. -/
def plus (A B : Mat R k) : Counted (Mat R k) := ⟨A + B, 4 ^ k⟩
```

Adding two matrices of size $2^k$ costs $4^k$.

```lean
/-- Matrix subtraction, at one scalar operation for each of the `4 ^ k` entries. -/
def minus (A B : Mat R k) : Counted (Mat R k) := ⟨A - B, 4 ^ k⟩
```

So does subtracting them.

```lean
/-- Conventional multiplication, organised by blocks: eight half-size products and four
half-size additions, down to single scalar multiplications. -/
def classical : (k : ℕ) → Mat R k → Mat R k → Counted (Mat R k)
  | 0, A, B => ⟨A * B, 1⟩
  | k + 1, A, B => do
    let p1 ← classical k (block A 0 0) (block B 0 0)
    let p2 ← classical k (block A 0 1) (block B 1 0)
    let p3 ← classical k (block A 0 0) (block B 0 1)
    let p4 ← classical k (block A 0 1) (block B 1 1)
    let p5 ← classical k (block A 1 0) (block B 0 0)
    let p6 ← classical k (block A 1 1) (block B 1 0)
    let p7 ← classical k (block A 1 0) (block B 0 1)
    let p8 ← classical k (block A 1 1) (block B 1 1)
    let c11 ← plus p1 p2
    let c12 ← plus p3 p4
    let c21 ← plus p5 p6
    let c22 ← plus p7 p8
    return join !![c11, c12; c21, c22]
```

The conventional scheme computes $A_{i0}B_{0j}+A_{i1}B_{1j}$ for each block, and a $1\times1$ product costs 1.

```lean
/-- Strassen multiplication: seven half-size products and eighteen half-size additions or
subtractions, down to single scalar multiplications. -/
def strassen : (k : ℕ) → Mat R k → Mat R k → Counted (Mat R k)
  | 0, A, B => ⟨A * B, 1⟩
  | k + 1, A, B => do
    let s1 ← plus (block A 0 0) (block A 1 1)
    let t1 ← plus (block B 0 0) (block B 1 1)
    let s2 ← plus (block A 1 0) (block A 1 1)
    let t3 ← minus (block B 0 1) (block B 1 1)
    let t4 ← minus (block B 1 0) (block B 0 0)
    let s5 ← plus (block A 0 0) (block A 0 1)
    let s6 ← minus (block A 1 0) (block A 0 0)
    let t6 ← plus (block B 0 0) (block B 0 1)
    let s7 ← minus (block A 0 1) (block A 1 1)
    let t7 ← plus (block B 1 0) (block B 1 1)
    let m1 ← strassen k s1 t1
    let m2 ← strassen k s2 (block B 0 0)
    let m3 ← strassen k (block A 0 0) t3
    let m4 ← strassen k (block A 1 1) t4
    let m5 ← strassen k s5 (block B 1 1)
    let m6 ← strassen k s6 t6
    let m7 ← strassen k s7 t7
    let u1 ← plus m1 m4
    let u2 ← minus u1 m5
    let c11 ← plus u2 m7
    let c12 ← plus m3 m5
    let c21 ← plus m2 m4
    let v1 ← minus m1 m2
    let v2 ← plus v1 m3
    let c22 ← plus v2 m6
    return join !![c11, c12; c21, c22]
```

These are the formulas of the opening example, with blocks for entries and recursive calls for products.

```lean
/-- The Strassen recurrence `S(0) = 1`, `S(k+1) = 7 S(k) + 18 * 4 ^ k`. -/
def strassenCount : ℕ → ℕ
  | 0 => 1
  | k + 1 => 7 * strassenCount k + 18 * 4 ^ k
```

This is the recurrence for $S(k)$, so far unconnected to the program.

## How the cost is read off

```lean
/-- Returning a value that is already known costs no operations. -/
theorem run_pure {α : Type u} (a : α) :
    (pure a : Counted α).val = a ∧ (pure a : Counted α).ops = 0 := ⟨rfl, rfl⟩
```

`return` is free.

```lean
/-- A second computation uses the value of the first, and the two costs add. -/
theorem run_bind {α β : Type u} (x : Counted α) (f : α → Counted β) :
    (x >>= f).val = (f x.val).val ∧ (x >>= f).ops = x.ops + (f x.val).ops := ⟨rfl, rfl⟩
```

This is the device that carries the counting. Both equations hold by definition (`rfl`), so `simp only` can unfold a whole `do` block into one formula for the value and one sum for the cost. The cost of the second step could depend on the value of the first. It does not here, because the induction hypothesis `ih` holds for all matrices of size $2^k$, including the intermediate ones.

## Both programs return $AB$

```lean
/-- Matrices multiply block by block, like two by two matrices whose entries are blocks. -/
theorem mul_eq_join (A B : Mat R (k + 1)) :
    A * B = join (Matrix.of fun i j =>
      block A i 0 * block B 0 j + block A i 1 * block B 1 j) := by
  refine Matrix.ext fun r c => ?_
  -- split the inner sum according to the leading digit
  rw [Matrix.mul_apply, ← (digits k).sum_comp, Fintype.sum_prod_type, Fin.sum_univ_two]
  simp only [join, block, Matrix.of_apply, Matrix.add_apply, Matrix.mul_apply,
    Prod.mk.eta, Equiv.apply_symm_apply]
```

By hand, split the sum over the inner label by its leading bit:
$$(AB)_{ij}=A_{i0}B_{0j}+A_{i1}B_{1j}.$$
`Fintype.sum_prod_type` makes this split.

```lean
/-- The conventional block algorithm returns the matrix product. -/
theorem classical_val (k : ℕ) (A B : Mat R k) : (classical k A B).val = A * B := by
  induction k with
  | zero => rfl
  | succ k ih =>
    rw [mul_eq_join]
    simp only [classical, run_bind, run_pure, plus, ih]
    congr 1
    refine Matrix.ext fun i j => ?_
    fin_cases i <;> fin_cases j <;> rfl
```

By induction the eight recursive products are correct, and `fin_cases` compares the four blocks.

```lean
/-- Strassen's algorithm returns the matrix product, over any ring of scalars. -/
theorem strassen_val (k : ℕ) (A B : Mat R k) : (strassen k A B).val = A * B := by
  induction k with
  | zero => rfl
  | succ k ih =>
    rw [mul_eq_join]
    simp only [strassen, run_bind, run_pure, plus, minus, ih]
    congr 1
    -- compare the four blocks; the blocks need not commute
    refine Matrix.ext fun i j => ?_
    fin_cases i <;> fin_cases j <;> simp <;> noncomm_ring
```

For Strassen, expand without exchanging factors:

$$\begin{aligned}
c_{11}={}&(A_{00}B_{00}+A_{00}B_{11}+A_{11}B_{00}+A_{11}B_{11})+(A_{11}B_{10}-A_{11}B_{00})\\
&-(A_{00}B_{11}+A_{01}B_{11})+(A_{01}B_{10}+A_{01}B_{11}-A_{11}B_{10}-A_{11}B_{11})\\
={}&A_{00}B_{00}+A_{01}B_{10},\\
c_{12}={}&(A_{00}B_{01}-A_{00}B_{11})+(A_{00}B_{11}+A_{01}B_{11})=A_{00}B_{01}+A_{01}B_{11},\\
c_{21}={}&(A_{10}B_{00}+A_{11}B_{00})+(A_{11}B_{10}-A_{11}B_{00})=A_{10}B_{00}+A_{11}B_{10},\\
c_{22}={}&(A_{00}B_{00}+A_{00}B_{11}+A_{11}B_{00}+A_{11}B_{11})-(A_{10}B_{00}+A_{11}B_{00})\\
&+(A_{00}B_{01}-A_{00}B_{11})+(A_{10}B_{00}+A_{10}B_{01}-A_{00}B_{00}-A_{00}B_{01})\\
={}&A_{10}B_{01}+A_{11}B_{11}.
\end{aligned}$$

`noncomm_ring` does this algebra. Floating-point numbers do not form a ring, so rounding errors lie beyond this theorem.

## Closed forms for the counts

```lean
/-- The conventional algorithm uses `2 * 8 ^ k - 4 ^ k` scalar operations at size `2 ^ k`. -/
theorem classical_ops (k : ℕ) (A B : Mat R k) :
    ((classical k A B).ops : ℤ) = 2 * 8 ^ k - 4 ^ k := by
  induction k with
  | zero => norm_num [classical]
  | succ k ih =>
    simp only [classical, run_bind, run_pure, plus]
    push_cast
    simp only [ih]
    ring
```

The conventional count starts at $2-1=1$, and the induction step is
$$8(2\cdot8^k-4^k)+4\cdot4^k=2\cdot8^{k+1}-4^{k+1}.$$
The cast to `ℤ` makes the subtraction ordinary.

```lean
/-- The operations performed by Strassen's algorithm obey the Strassen recurrence. -/
theorem strassen_ops (k : ℕ) (A B : Mat R k) :
    (strassen k A B).ops = strassenCount k := by
  induction k with
  | zero => rfl
  | succ k ih =>
    simp only [strassen, run_bind, run_pure, plus, minus, ih, strassenCount]
    ring
```

Seven recursive calls and eighteen block additions or subtractions give $7S(k)+18\cdot4^k$, so the program obeys the recurrence.

```lean
/-- The Strassen recurrence has the solution `S(k) = 7 * 7 ^ k - 6 * 4 ^ k`. -/
theorem strassenCount_eq (k : ℕ) : (strassenCount k : ℤ) = 7 * 7 ^ k - 6 * 4 ^ k := by
  induction k with
  | zero => norm_num [strassenCount]
  | succ k ih =>
    simp only [strassenCount]
    push_cast
    rw [ih]
    ring
```

Again $S(0)=7-6=1$, and
$$7(7\cdot7^k-6\cdot4^k)+18\cdot4^k=7\cdot7^{k+1}-6\cdot4^{k+1}.$$

## The crossover at size 1024

```lean
/-- For matrices of size `2 ^ k`, Strassen's algorithm carried down to scalars uses fewer
scalar operations than conventional multiplication exactly when `k ≥ 10`. -/
theorem strassen_lt_classical_iff (k : ℕ) (A B : Mat R k) :
    (strassen k A B).ops < (classical k A B).ops ↔ 10 ≤ k := by
  have hS : ((strassen k A B).ops : ℤ) = 7 * 7 ^ k - 6 * 4 ^ k := by
    rw [strassen_ops, strassenCount_eq]
  rw [← Nat.cast_lt (α := ℤ), hS, classical_ops]
  clear hS A B
  constructor
  · -- the ten smaller sizes are checked one by one
    intro h
    by_contra hk
    have hk' : k < 10 := not_le.mp hk
    clear hk
    interval_cases k <;> norm_num at h
  · -- from size 1024 on, the faster growth of `8 ^ k` decides
    intro hk
    obtain ⟨m, rfl⟩ := Nat.exists_eq_add_of_le hk
    have h78 : (7 : ℤ) ^ m ≤ 8 ^ m := pow_le_pow_left₀ (by norm_num) (by norm_num) m
    have h8 : (0 : ℤ) < 8 ^ m := by positivity
    have h4 : (0 : ℤ) < 4 ^ m := by positivity
    rw [pow_add, pow_add, pow_add]
    norm_num
    linarith

end StrassenCrossover
```

For any two matrices of size $2^k$, Strassen's program is strictly cheaper if and only if $k\ge10$. By the closed forms, this means
$$7^{k+1}<2\cdot8^k+5\cdot4^k.$$

Below $k=10$ the inequality fails each time, with equality at $k=0$; `interval_cases` runs through these cases:

| $k$ | $7^{k+1}$ | $2\cdot8^k+5\cdot4^k$ |
|---|---|---|
| 0 | 7 | 7 |
| 1 | 49 | 36 |
| 2 | 343 | 208 |
| 3 | 2401 | 1344 |
| 4 | 16807 | 9472 |
| 5 | 117649 | 70656 |
| 6 | 823543 | 544768 |
| 7 | 5764801 | 4276224 |
| 8 | 40353607 | 33882112 |
| 9 | 282475249 | 269746176 |

For $k=10+m$, use $7^m\le8^m$ (`h78`) and $7^{11}=1977326743<2147483648=2\cdot8^{10}$:
$$7^{11}\,7^m\le7^{11}\,8^m<2\cdot8^{10}\,8^m<2\cdot8^k+5\cdot4^k.$$
`linarith` combines these inequalities.

Dense products occur in electronic-structure codes, for instance when a Hamiltonian matrix changes basis; for them the theorem compares scalar operation counts at power-of-two sizes, not running times. Switching to conventional products for small blocks would change the count and the crossover.

```lean
#print axioms StrassenCrossover.classical_val
-- 'StrassenCrossover.classical_val' depends on axioms: [propext, Classical.choice, Quot.sound]
#print axioms StrassenCrossover.strassen_val
-- 'StrassenCrossover.strassen_val' depends on axioms: [propext, Classical.choice, Quot.sound]
#print axioms StrassenCrossover.strassen_lt_classical_iff
-- 'StrassenCrossover.strassen_lt_classical_iff' depends on axioms: [propext, Classical.choice, Quot.sound]
```
